# For excitation energy D > 0, the mass-subtracted photon integral of 1 − k/(k + D) from 0 to a cutoff K ≥ 0 is D log((K + D)/D)

The theorem evaluates a mass-subtracted photon integral for a single excitation energy `D > 0` and a finite cutoff `K ≥ 0`. It states that the integral of 1 − k/(k + D) over k from 0 to K equals D log((K + D)/D), with no matrix elements or prefactors included. The attempt first shows that k + D is non-zero on the interval, which it uses for the continuity of the integrand and for differentiating the logarithm. It then takes D log(k + D) as an antiderivative and subtracts its values at the two endpoints.

In Lean, a first try:

```lean
import Mathlib

open Filter Topology

namespace IntegralSubtracted

noncomputable section

/-- For excitation energy `D > 0` and cutoff `K ≥ 0`, the mass-subtracted photon integral
is `D log((K + D)/D)`. -/
theorem integral_subtracted {D K : ℝ} (hD : 0 < D) (hK : 0 ≤ K) :
    ∫ k in (0 : ℝ)..K, (1 - k / (k + D)) = D * Real.log ((K + D) / D) := by
  have hne : ∀ k ∈ Set.uIcc 0 K, k + D ≠ 0 := by
    intro k hk
    rw [Set.uIcc_of_le hK] at hk
    linarith [hk.1, hD] |> fun h : 0 < k + D => h.ne'
  have hc : ContinuousOn (fun k : ℝ => 1 - k / (k + D)) (Set.uIcc 0 K) :=
    continuousOn_const.sub
      (ContinuousOn.div (f := fun k : ℝ => k) (g := fun k : ℝ => k + D)
        (by fun_prop) (by fun_prop) hne)
  -- `D log(k + D)` is an antiderivative
  have hd : ∀ k ∈ Set.uIcc 0 K,
      HasDerivAt (fun y : ℝ => D * Real.log (y + D)) (1 - k / (k + D)) k := by
    intro k hk
    have h := (((hasDerivAt_id' k).add_const D).log (hne k hk)).const_mul D
    refine h.congr_deriv ?_
    have e : k / (k + D) = 1 - D / (k + D) := by
      rw [eq_sub_iff_add_eq, ← add_div, div_self (hne k hk)]
    rw [e]
    ring
  rw [intervalIntegral.integral_eq_sub_of_hasDerivAt hd hc.intervalIntegrable,
    Real.log_div (by positivity) hD.ne', zero_add]
  ring

end

end IntegralSubtracted
```

Messages:

```
Main.lean:16:39: error(lean.unknownIdentifier): Unknown identifier `k`
Main.lean:14:10: error: Tactic `introN` failed: There are no additional binders or `let` bindings in the goal to introduce

D K : ℝ
hD : 0 < D
hK : 0 ≤ K
⊢ 0 < sorry + D
```

Both errors come from how Lean parses the `|>` in the proof of `hne`. The line was meant to have `linarith` prove `0 < k + D` and pass the result to `h.ne'`. But `linarith` is a tactic, not a term that can be piped, so Lean takes the whole `by` block as the left side of `|>`. The function on the right then lies outside that block, where the `k` introduced by `intro` does not exist, hence ``Unknown identifier `k` ``.

The function's argument type also becomes the goal of the `by` block. That goal is `0 < sorry + D`, with `sorry` standing for the unknown `k`. It is an inequality with no leading `∀`, so `intro k hk` has nothing to introduce.

The repair removes the pipe, so the block again has the intended `∀` goal. Inside it, with `k` in scope, `have h` proves the inequality by `linarith`, and `exact h.ne'` turns it into `k + D ≠ 0`. Dropping `hD` from the `linarith` list is mere tidying, since `linarith` already finds it in the context.

After these edits no error is left:

```diff
@@ -14,5 +14,6 @@
     intro k hk
     rw [Set.uIcc_of_le hK] at hk
-    linarith [hk.1, hD] |> fun h : 0 < k + D => h.ne'
+    have h : 0 < k + D := by linarith [hk.1]
+    exact h.ne'
   have hc : ContinuousOn (fun k : ℝ => 1 - k / (k + D)) (Set.uIcc 0 K) :=
     continuousOn_const.sub
```
